# Regge's 72 symmetries of the Wigner 3j symbol, with their signs

A table of 3j symbols that stores one value for several related symbols returns wrong numbers if it ignores the sign that relates them. Exchanging the two spins in

$$\begin{pmatrix}1/2&1/2&0\\1/2&-1/2&0\end{pmatrix}=\frac1{\sqrt2}$$

gives $-1/\sqrt2$, and a lookup that treats the two as equal turns an antisymmetric singlet into a symmetric state.

## The sign rule for a Regge array

Number the three angular momenta $k=0,1,2$, with quantum numbers $j_k,m_k$, and let $J=j_0+j_1+j_2$. The Regge array $R$ has rows $J-2j_k$, $j_k+m_k$ and $j_k-m_k$, all natural numbers. Let $c(J,R)$ be the coefficient of $\prod_{ij}x_{ij}^{R_{ij}}$ in $\det(x)^J$, where the nine $x_{ij}$ are independent variables. The 3j symbol is defined here by its generating function:

$$W(J,R)=\frac{1}{J!}\sqrt{\frac{\prod_{ij}R_{ij}!}{(J+1)!}}\;c(J,R).$$

The prefactor stands for the normalisation of three angular momentum states coupled to total zero.

Permuting the rows of $R$ by $\sigma$ and the columns by $\tau$ multiplies $W$ by $(\operatorname{sgn}\sigma\,\operatorname{sgn}\tau)^J$. Transposition leaves $W$ unchanged. If $c(J,R)\neq0$, every row and column of $R$ sums to $J$.

## Table lookup and screening

A code can sort each array into a standard form, store one value per form, and restore the sign when $J$ is odd. The sum rule lets it skip symbols that must vanish: for an array built from $j_k$ and $m_k$ it amounts to $m_0+m_1+m_2=0$, since the other sums equal $J$ automatically.

Lookup and screening can both be used for the angular factors of electron-repulsion integrals whose orbitals are all centred on the same atom and are products of a radial function and a spherical harmonic. These factors are built from integrals of three spherical harmonics, which vanish by parity when $J$ is odd, so no sign has to be restored there. The sign matters where symbols with odd $J$ survive, as in the coupling of two spins above.

## Relabelling the variables of a determinant

**Permutations.** Let $R'_{ij}=R_{\sigma(i)\tau(j)}$. The relabelling $x_{ij}\mapsto x_{\sigma(i)\tau(j)}$ sends the monomial of $R'$ to

$$\prod_{ij}x_{\sigma(i)\tau(j)}^{R_{\sigma(i)\tau(j)}}=\prod_{ij}x_{ij}^{R_{ij}}.$$

It is one-to-one on monomials, so $c(J,R')$ is the coefficient of the monomial of $R$ in the relabelled $\det(x)^J$. The relabelled matrix is $x$ with its rows and columns permuted, and its determinant is $\operatorname{sgn}\sigma\,\operatorname{sgn}\tau\,\det x$. The $J$-th power gives the stated factor.

**Transposition.** The relabelling $x_{ij}\mapsto x_{ji}$ turns $x$ into $x^T$, which has the same determinant. Hence $c(J,R^T)=c(J,R)$.

**Sums.** In $\det x=\sum_\pi\operatorname{sgn}\pi\prod_i x_{\pi(i)i}$, every term contains exactly one variable from column $k$. Every monomial of $\det(x)^J$ therefore contains $J$ of them, counted with multiplicity, so $\sum_iR_{ik}=J$. Applying this to $R^T$ gives the row sums.

**The 3j symbol.** Every move only rearranges the factors of $\prod_{ij}R_{ij}!$, so $W$ inherits the behaviour of $c$.

**A case with $J=2$.** For $j=(1,1,0)$ and $m=(0,0,0)$,

$$R=\begin{pmatrix}0&0&2\\1&1&0\\1&1&0\end{pmatrix}.$$

Only the part $x_{02}(x_{10}x_{21}-x_{11}x_{20})$ of the determinant contributes. In its square the required monomial has coefficient $-2$, so

$$W=\frac12\sqrt{\frac{2}{6}}\,(-2)=-\frac1{\sqrt3}.$$

The transposed array belongs to $j=(1,\tfrac12,\tfrac12)$ and $m=(-1,\tfrac12,\tfrac12)$. This is a different coupling problem with the same value.

**When the coefficient vanishes.** The sum rule needs $c(J,R)\neq0$. For $j=(\tfrac12,\tfrac12,0)$ and $m=(\tfrac12,\tfrac12,0)$, where $J=1$, the coefficient is $0$ and the row of the $j_k+m_k$ is $(1,1,0)$, which sums to $2$ instead of $1$.

## The Lean file

```lean
import Mathlib

open MvPolynomial Matrix

namespace ReggeSymmetry

noncomputable section

variable {n : Type*} [Fintype n] [DecidableEq n]

/-- The generic square matrix, whose entries are independent variables `x_ij`. -/
def genericMatrix (n : Type*) : Matrix n n (MvPolynomial (n × n) ℤ) :=
  Matrix.of fun i j => X (i, j)

/-- The exponents of the monomial `∏ x_ij ^ R_ij` belonging to an array `R`. -/
def exponents (R : Matrix n n ℕ) : n × n →₀ ℕ :=
  Finsupp.equivFunOnFinite.symm fun p => R p.1 p.2

/-- The coefficient of `∏ x_ij ^ R_ij` in the `J`-th power of the generic determinant. -/
def reggeCoeff (J : ℕ) (R : Matrix n n ℕ) : ℤ :=
  coeff (exponents R) ((genericMatrix n).det ^ J)

/-- The Wigner 3j symbol, given by its generating function, as a function of the Regge array
with rows `J - 2 j_k`, `j_k + m_k`, `j_k - m_k`, where `J = j_1 + j_2 + j_3`. -/
def threeJ (J : ℕ) (R : Matrix (Fin 3) (Fin 3) ℕ) : ℝ :=
  √((∏ i, ∏ j, ((R i j).factorial : ℝ)) / ((J + 1).factorial : ℝ)) / (J.factorial : ℝ)
    * (reggeCoeff J R : ℝ)

/-- A Regge move: permute the rows and the columns of the array, then transpose it if the
flag is set. -/
def reggeMove (g : Equiv.Perm (Fin 3) × Equiv.Perm (Fin 3) × Bool)
    (R : Matrix (Fin 3) (Fin 3) ℕ) : Matrix (Fin 3) (Fin 3) ℕ :=
  cond g.2.2 (R.submatrix g.1 g.2.1)ᵀ (R.submatrix g.1 g.2.1)

omit [DecidableEq n] in
/-- Rearranging the array of exponents amounts to relabelling the variables of the
polynomial. -/
theorem coeff_rearranged (e : n × n ≃ n × n) (R S : Matrix n n ℕ)
    (h : ∀ p : n × n, S p.1 p.2 = R (e p).1 (e p).2) (P : MvPolynomial (n × n) ℤ) :
    coeff (exponents S) P = coeff (exponents R) (rename e P) := by
  have hm : (exponents S).mapDomain e = exponents R := by
    ext p
    obtain ⟨q, rfl⟩ := e.surjective p
    rw [Finsupp.mapDomain_apply e.injective]
    exact h q
  rw [← hm, coeff_rename_mapDomain _ e.injective]

/-- The coefficient is unchanged when the array is transposed. -/
theorem reggeCoeff_transpose (J : ℕ) (R : Matrix n n ℕ) :
    reggeCoeff J Rᵀ = reggeCoeff J R := by
  have hG : (rename (Equiv.prodComm n n) :
      MvPolynomial (n × n) ℤ →ₐ[ℤ] MvPolynomial (n × n) ℤ).mapMatrix (genericMatrix n)
      = (genericMatrix n)ᵀ :=
    Matrix.ext fun i j => by simp [genericMatrix]
  unfold reggeCoeff
  rw [coeff_rearranged (Equiv.prodComm n n) R Rᵀ (fun _ => rfl), map_pow, AlgHom.map_det,
    hG, Matrix.det_transpose]

/-- Permuting rows by `σ` and columns by `τ` multiplies the coefficient by the `J`-th power
of the product of the two signs. -/
theorem reggeCoeff_permute (J : ℕ) (R : Matrix n n ℕ) (σ τ : Equiv.Perm n) :
    reggeCoeff J (R.submatrix σ τ)
      = ((Equiv.Perm.sign σ * Equiv.Perm.sign τ : ℤˣ) : ℤ) ^ J * reggeCoeff J R := by
  have hG : (rename (Equiv.prodCongr σ τ) :
      MvPolynomial (n × n) ℤ →ₐ[ℤ] MvPolynomial (n × n) ℤ).mapMatrix (genericMatrix n)
      = ((genericMatrix n).submatrix σ id).submatrix id τ :=
    Matrix.ext fun i j => by simp [genericMatrix]
  unfold reggeCoeff
  rw [coeff_rearranged (Equiv.prodCongr σ τ) R _ (fun _ => rfl), map_pow, AlgHom.map_det,
    hG, Matrix.det_permute', Matrix.det_permute, ← coeff_C_mul]
  -- the signs are constants of the polynomial ring
  congr 1
  simp only [map_pow, Units.val_mul, eq_intCast, Int.cast_mul]
  ring

/-- Selection rule: where the coefficient does not vanish, every row and every column of the
array sums to `J`. -/
theorem reggeCoeff_selection (J : ℕ) (R : Matrix n n ℕ) (hR : reggeCoeff J R ≠ 0) :
    (∀ i, ∑ j, R i j = J) ∧ (∀ j, ∑ i, R i j = J) := by
  have col : ∀ S : Matrix n n ℕ, reggeCoeff J S ≠ 0 → ∀ k, ∑ i, S i k = J := by
    intro S hS k
    -- count the degree in the variables of column k
    let w : n × n → ℕ := fun p => if p.2 = k then 1 else 0
    have hdet : IsWeightedHomogeneous w (genericMatrix n).det 1 := by
      rw [Matrix.det_apply', ← mem_weightedHomogeneousSubmodule ℤ]
      refine Submodule.sum_mem _ fun σ _ => ?_
      rw [mem_weightedHomogeneousSubmodule]
      have h := IsWeightedHomogeneous.prod Finset.univ
        (fun i => (X (σ i, i) : MvPolynomial (n × n) ℤ)) (fun i => w (σ i, i))
        (fun i _ => isWeightedHomogeneous_X ℤ w _)
      have hw : ∑ i, w (σ i, i) = 1 := by simp [w]
      rw [hw] at h
      have h2 := (isWeightedHomogeneous_C w ((Equiv.Perm.sign σ : ℤˣ) : ℤ)).mul h
      rw [zero_add, eq_intCast (C : ℤ →+* MvPolynomial (n × n) ℤ)] at h2
      exact h2
    have hpow : IsWeightedHomogeneous w ((genericMatrix n).det ^ J) J := by
      simpa using IsWeightedHomogeneous.prod (Finset.range J)
        (fun _ => (genericMatrix n).det) (fun _ => 1) (fun _ _ => hdet)
    have h := hpow hS
    rw [Finsupp.weight_apply, Finsupp.sum_fintype _ _ (by simp),
      Fintype.sum_prod_type] at h
    simpa [w, exponents] using h
  exact ⟨col Rᵀ (by rwa [reggeCoeff_transpose]), col R hR⟩

/-- For `J = 1` the coefficient at the array of a permutation is the sign of that
permutation. -/
theorem reggeCoeff_one_perm (π : Equiv.Perm n) :
    reggeCoeff 1 (Matrix.of fun i j => if i = π j then 1 else 0)
      = ((Equiv.Perm.sign π : ℤˣ) : ℤ) := by
  have key : ∀ σ : Equiv.Perm n, ∏ i, genericMatrix n (σ i) i
      = monomial (exponents (Matrix.of fun i j => if i = σ j then 1 else 0)) (1 : ℤ) := by
    intro σ
    rw [monomial_eq, Finsupp.prod_fintype _ _ (by simp), Fintype.prod_prod_type,
      Finset.prod_comm]
    simp [exponents, genericMatrix, pow_ite]
  unfold reggeCoeff
  rw [pow_one, Matrix.det_apply', coeff_sum, Finset.sum_eq_single π]
  · rw [key, ← eq_intCast (C : ℤ →+* MvPolynomial (n × n) ℤ), coeff_C_mul, coeff_monomial,
      if_pos rfl, mul_one]
  · intro σ _ hσ
    rw [key, ← eq_intCast (C : ℤ →+* MvPolynomial (n × n) ℤ), coeff_C_mul, coeff_monomial,
      if_neg, mul_zero]
    -- different permutations give different monomials
    intro h
    apply hσ
    ext j
    have hj := DFunLike.congr_fun h (σ j, j)
    by_contra hne
    simp [exponents, hne] at hj
  · intro h
    exact absurd (Finset.mem_univ π) h

/-- Regge's symmetries: each move multiplies the 3j symbol by the `J`-th power of the product
of the signs of its row and column permutations. -/
theorem threeJ_reggeMove (J : ℕ) (R : Matrix (Fin 3) (Fin 3) ℕ)
    (g : Equiv.Perm (Fin 3) × Equiv.Perm (Fin 3) × Bool) :
    threeJ J (reggeMove g R)
      = (((Equiv.Perm.sign g.1 * Equiv.Perm.sign g.2.1 : ℤˣ) : ℤ) : ℝ) ^ J
        * threeJ J R := by
  obtain ⟨σ, τ, b⟩ := g
  have hperm : threeJ J (R.submatrix σ τ)
      = (((Equiv.Perm.sign σ * Equiv.Perm.sign τ : ℤˣ) : ℤ) : ℝ) ^ J * threeJ J R := by
    have hprod : ∏ i, ∏ j, ((R.submatrix σ τ i j).factorial : ℝ)
        = ∏ i, ∏ j, ((R i j).factorial : ℝ) := by
      have h : ∀ i, ∏ j, ((R i (τ j)).factorial : ℝ) = ∏ j, ((R i j).factorial : ℝ) :=
        fun i => Equiv.prod_comp τ (fun j => ((R i j).factorial : ℝ))
      simp only [Matrix.submatrix_apply, h]
      exact Equiv.prod_comp σ (fun i => ∏ j, ((R i j).factorial : ℝ))
    unfold threeJ
    rw [hprod, reggeCoeff_permute, Int.cast_mul, Int.cast_pow]
    ring
  have htrans : ∀ S : Matrix (Fin 3) (Fin 3) ℕ, threeJ J Sᵀ = threeJ J S := by
    intro S
    have hprod : ∏ i, ∏ j, ((Sᵀ i j).factorial : ℝ)
        = ∏ i, ∏ j, ((S i j).factorial : ℝ) := Finset.prod_comm
    unfold threeJ
    rw [hprod, reggeCoeff_transpose]
  cases b
  · exact hperm
  · exact (htrans _).trans hperm

/-- The Regge moves carry the array shown, whose rows and columns all sum to 15, into exactly
72 different arrays. -/
theorem reggeMove_card :
    (Finset.univ.image fun g => reggeMove g !![2, 7, 6; 9, 5, 1; 4, 3, 8]).card = 72 := by
  decide +kernel

/-- The 3j symbol with `j = (1/2, 1/2, 0)` and `m = (1/2, -1/2, 0)` equals `1/√2`. -/
theorem threeJ_spin_half : threeJ 1 !![0, 0, 1; 1, 0, 0; 0, 1, 0] = 1 / √2 := by
  have hA : (!![0, 0, 1; 1, 0, 0; 0, 1, 0] : Matrix (Fin 3) (Fin 3) ℕ)
      = Matrix.of fun i j => if i = finRotate 3 j then 1 else 0 := by
    decide +kernel
  have hs : Equiv.Perm.sign (finRotate 3) = 1 := by decide +kernel
  have hc : reggeCoeff 1 (!![0, 0, 1; 1, 0, 0; 0, 1, 0] : Matrix (Fin 3) (Fin 3) ℕ) = 1 := by
    rw [hA, reggeCoeff_one_perm, hs, Units.val_one]
  unfold threeJ
  rw [hc]
  simp [Fin.prod_univ_succ, Nat.factorial]

end

end ReggeSymmetry
```

```lean
#print axioms ReggeSymmetry.reggeCoeff_selection
-- 'ReggeSymmetry.reggeCoeff_selection' depends on axioms: [propext, Classical.choice, Quot.sound]
#print axioms ReggeSymmetry.threeJ_reggeMove
-- 'ReggeSymmetry.threeJ_reggeMove' depends on axioms: [propext, Classical.choice, Quot.sound]
#print axioms ReggeSymmetry.reggeMove_card
-- 'ReggeSymmetry.reggeMove_card' depends on axioms: [propext, Classical.choice, Quot.sound]
#print axioms ReggeSymmetry.threeJ_spin_half
-- 'ReggeSymmetry.threeJ_spin_half' depends on axioms: [propext, Classical.choice, Quot.sound]
```

## How the code matches the physics

`reggeCoeff J R` is $c(J,R)$, for a square array over any finite index type. `threeJ` is $W$ as a real number, for $3\times3$ arrays. Lean numbers rows and columns from 0, so the `j_1`, `j_2`, `j_3` of the comments are $j_0,j_1,j_2$ here. In `reggeMove g R`, the components of `g` are the row permutation, the column permutation and a flag for a final transposition.

`threeJ_reggeMove` states the sign rule for every $J$, every array and every move. `reggeMove_card` says that one particular array with $J=15$ has exactly 72 different images, so the $6\cdot6\cdot2$ moves are all different. An array with repeated entries can have fewer images.

## How the proof follows the derivation

- `coeff_rearranged` is the relabelling of monomials. In `reggeCoeff_permute` and `reggeCoeff_transpose`, `AlgHom.map_det` takes the relabelling inside the determinant, and Mathlib's determinant rules supply the signs.
- `reggeCoeff_selection` gives weight 1 to the variables of column `k` and 0 to the others. It shows that the determinant has weighted degree 1 and its power degree `J`, then gets the row sums by transposition.
- `threeJ_reggeMove` reorders the factorials and inserts the coefficient results. `reggeMove_card` is settled by enumeration with `decide +kernel`.
- `reggeCoeff_one_perm` treats $J=1$. Different permutations give different monomials, so the coefficient at a permutation's array is that permutation's sign. `threeJ_spin_half` applies this to a cyclic permutation, of sign $+1$, and obtains $\sqrt{1/2!}=1/\sqrt2$.

## What a code must still establish

The generating function is taken as the definition of the 3j symbol. Its agreement with the Clebsch–Gordan coefficients or with Racah's sum is not derived, and the spin-half value tests normalisation and phase at one point only. The theorems here apply to a routine based on another formula once that link is made.

The sum rule is necessary for a nonzero symbol but not sufficient. With $J=3$ and all entries of $R$ equal to 1, all sums are correct, yet exchanging two rows leaves $R$ unchanged and reverses the sign of $c$, so $c=0$.

The theorems concern exact integers and real numbers. They give no bound on rounding error or on overflow of the factorials.
